# Two-sided bounds on the static polarizability missing from a truncated sum over states

## A polarizability with states left out

A molecule in a weak static field $F$ has the Hamiltonian $H+FX$, where $X$ is, up to sign, the dipole component along the field. The field mixes excited states into the ground state, and the polarizability measures the resulting second-order lowering of the energy. Written over the eigenstates of $H$, it is a sum over all excitations, and a calculation often keeps only some of them. How much is missing?

The omitted energies and matrix elements are unknown individually, but their total strength can be found from the ground state and the retained states. Together with bounds on the omitted gaps, this brackets the error. In electronic-structure calculations the result applies when the reference and excited states are eigenvectors of one Hermitian Hamiltonian matrix, as in configuration interaction with a common set of orbitals. It concerns the truncation of the sum within that fixed finite basis; the error of the basis itself is a separate matter.

## The bracket and its ingredients

Let $b_n$ be an orthonormal eigenbasis of the Hermitian $H$, with energies $E_n$, and let $g$ label the reference state. Write

$$X_{ng}=\langle b_n,Xb_g\rangle,\qquad s_n=|X_{ng}|^2,\qquad \Delta_n=E_n-E_g .$$

The first-order response $\varphi$ of $b_g$ satisfies

$$(H-E_g)\varphi=X_{gg}\,b_g-Xb_g,\qquad \langle b_g,\varphi\rangle=0,$$

and the polarizability is $\alpha=-2\,\mathrm{Re}\langle b_g,X\varphi\rangle$. For a set $S$ of retained states, not containing $g$, define

$$\alpha_S=2\sum_{n\in S}\frac{s_n}{\Delta_n},\qquad
R=\langle X^2\rangle-\langle X\rangle^2-\sum_{n\in S}s_n ,$$

with expectation values taken in $b_g$. Here $X^2$ is the square of $X$ as an operator on the finite-dimensional state space, so in a calculation it is the square of the matrix of $X$ in an orthonormal basis of that space. For several electrons this is the matrix between many-electron states, not the one-electron dipole matrix. Second-moment integrals of the full dipole operator also count strength outside the basis; they can make $R$ too large and spoil the lower bound. If every omitted gap satisfies $D\le\Delta_n\le W$ with $D>0$, then

$$\frac{2R}{W}\le\alpha-\alpha_S\le\frac{2R}{D}.$$

The numbers $D$ and $W$ are inputs. Physically, $D$ is a lower bound on the first omitted excitation energy and $W$ an upper bound on the highest one. If the lowest excited states are retained, the largest retained gap serves as $D$, provided that it is positive.

## How the Lean statement encodes the physics

The state space `V` is a complex inner product space, and `b` is an orthonormal basis over a finite index type, so the dimension is finite. The inner product is linear in its second argument. Hermiticity is `IsSymmetric`, and `hb` says that `b n` is an eigenvector of `H` with the real energy `E n`.

The definitions `strength`, `truncated` and `residual` are $s_n$, $\alpha_S$ and $R$; `omitted g S` contains every state outside $S$ except $g$. The response is specified by its equation in `IsResponse`, and `polarizability` is computed from it, so the sum over states is derived. The identification of this $\alpha$ with minus the second field derivative of the energy is the usual perturbation theory of a nondegenerate level and is taken as the definition's motivation.

In `truncation_bracket`, `hφ` supplies the response, `hS` says that $g$ is not retained, and `hD` and `hgap` give the bounds on the omitted gaps. The state $g$ need not be the ground state: retained states may lie below it. Nondegeneracy enters separately, in `response_existsUnique`, where it guarantees exactly one response.

## From completeness to the bounds

**Total strength.** Since $X$ is Hermitian, completeness gives

$$\langle X^2\rangle=\langle Xb_g,Xb_g\rangle=\sum_n s_n .$$

The diagonal element $X_{gg}$ is real, so the term $n=g$ is $\langle X\rangle^2$. Subtracting it leaves the variance as $\sum_{n\ne g}s_n$.

**Response amplitudes.** Let $c_n=\langle b_n,\varphi\rangle$. Projecting the response equation on $b_n$ with $n\ne g$ gives

$$\Delta_n c_n=-X_{ng}.$$

The projection on $b_g$ reads $0=0$, and orthogonality sets $c_g=0$. If no other level equals $E_g$, all amplitudes are therefore determined, which gives existence and uniqueness. Inserting them,

$$\alpha=-2\,\mathrm{Re}\sum_n\overline{X_{ng}}\,c_n
=2\sum_{n\ne g}\frac{s_n}{\Delta_n}.$$

If a response exists although some $\Delta_n=0$ with $n\neq g$, the projected equation forces $X_{ng}=0$; that state contributes nothing, in agreement with Lean's value zero for the quotient.

**Omitted states.** Subtracting the retained terms leaves

$$\alpha-\alpha_S=2\sum_{n\,\text{omitted}}\frac{s_n}{\Delta_n},\qquad
R=\sum_{n\,\text{omitted}}s_n .$$

For each omitted state, $1/W\le1/\Delta_n\le1/D$. Multiplying by $2s_n\ge0$ and summing gives the bracket. If nothing is omitted, both sums vanish.

**Equality and midpoint.** The distance to the upper bound is

$$\frac{2R}{D}-(\alpha-\alpha_S)=2\sum_{n\,\text{omitted}}s_n\left(\frac1D-\frac1{\Delta_n}\right),$$

a sum of nonnegative terms. It vanishes exactly when every omitted state with $X_{ng}\ne0$ has $\Delta_n=D$. The midpoint of the bracket is $R(1/D+1/W)$ and its half-width is $R(1/D-1/W)$, so adding the midpoint to $\alpha_S$ leaves an error no larger than the half-width.

**Three levels.** Take energies $0,1,2$ and let $X$ couple the lowest state to each of the others with amplitude 1. Then $\alpha=2(1+\tfrac12)=3$. With no excited state retained, $R=2$, $D=1$ and $W=2$, and the bracket is $2\le3\le4$.

## The complete Lean file

```lean
import Mathlib

open Finset
open scoped InnerProductSpace

namespace PolarizabilityTruncation

noncomputable section

variable {V ι : Type*} [NormedAddCommGroup V] [InnerProductSpace ℂ V]
  [Fintype ι] [DecidableEq ι]

/-- The transition strength `|X_ng|²` between the states `g` and `n`. -/
def strength (X : V →ₗ[ℂ] V) (b : OrthonormalBasis ι ℂ V) (g n : ι) : ℝ :=
  ‖⟪b n, X (b g)⟫_ℂ‖ ^ 2

/-- The variance `⟨X²⟩ - ⟨X⟩²` of a Hermitian `X` in the normalized state `ψ`. -/
def variance (X : V →ₗ[ℂ] V) (ψ : V) : ℝ :=
  (⟪ψ, X (X ψ)⟫_ℂ).re - (⟪ψ, X ψ⟫_ℂ).re ^ 2

/-- `φ` is the first-order response of the state `ψ` of energy `e` to the perturbation `X`:
`(H - e) φ = ⟨X⟩ ψ - X ψ`, with `φ` orthogonal to `ψ`. -/
structure IsResponse (H X : V →ₗ[ℂ] V) (e : ℝ) (ψ φ : V) : Prop where
  orth : ⟪ψ, φ⟫_ℂ = 0
  eqn : H φ - (e : ℂ) • φ = ⟪ψ, X ψ⟫_ℂ • ψ - X ψ

/-- The static polarizability `-2 Re ⟨ψ, X φ⟩` of the state `ψ` with first-order response `φ`. -/
def polarizability (X : V →ₗ[ℂ] V) (ψ φ : V) : ℝ := -2 * (⟪ψ, X φ⟫_ℂ).re

/-- The sum over the retained states `S`, `2 ∑ |X_ng|² / (E_n - E_g)`, meant for states with
`E_n ≠ E_g`; a term with `E_n = E_g` counts as zero. -/
def truncated (X : V →ₗ[ℂ] V) (b : OrthonormalBasis ι ℂ V) (E : ι → ℝ) (g : ι)
    (S : Finset ι) : ℝ :=
  2 * ∑ n ∈ S, strength X b g n / (E n - E g)

/-- The states other than `g` that are not retained in `S`. -/
def omitted (g : ι) (S : Finset ι) : Finset ι := univ.erase g \ S

/-- The residual strength `R`: the variance of `X` in state `g` minus the retained strengths. -/
def residual (X : V →ₗ[ℂ] V) (b : OrthonormalBasis ι ℂ V) (g : ι) (S : Finset ι) : ℝ :=
  variance X (b g) - ∑ n ∈ S, strength X b g n

variable {H X : V →ₗ[ℂ] V} {b : OrthonormalBasis ι ℂ V} {E : ι → ℝ} {g : ι}
  {S : Finset ι} {φ : V} {D W : ℝ}

/-- For Hermitian `X`, the variance in state `g` is the total transition strength from `g`
to all other states. -/
theorem variance_eq_sum (hX : X.IsSymmetric) :
    variance X (b g) = ∑ n ∈ univ.erase g, strength X b g n := by
  -- completeness of the eigenbasis
  have htot : (⟪b g, X (X (b g))⟫_ℂ).re = ∑ n, strength X b g n := by
    rw [← hX (b g) (X (b g)), ← b.sum_inner_mul_inner, Complex.re_sum]
    refine Finset.sum_congr rfl fun n _ => ?_
    rw [← inner_conj_symm (X (b g)) (b n), Complex.conj_mul', strength,
      ← Complex.ofReal_pow, Complex.ofReal_re]
  -- the diagonal element is real
  have him : (⟪b g, X (b g)⟫_ℂ).im = 0 :=
    Complex.conj_eq_iff_im.mp (by rw [inner_conj_symm, hX (b g) (b g)])
  have hdiag : strength X b g g = (⟪b g, X (b g)⟫_ℂ).re ^ 2 := by
    rw [strength, Complex.sq_norm, Complex.normSq_apply, him]
    ring
  have hsplit := Finset.add_sum_erase univ (strength X b g) (mem_univ g)
  rw [variance, htot]
  linarith

omit [DecidableEq ι] in
/-- In an eigenbasis of the Hermitian `H`, the operator `H - E_g` multiplies the `n`-th
amplitude by the gap `E_n - E_g`. -/
theorem inner_gap (hH : H.IsSymmetric) (hb : ∀ n, H (b n) = (E n : ℂ) • b n) (n : ι) (φ : V) :
    ⟪b n, H φ - (E g : ℂ) • φ⟫_ℂ = ((E n - E g : ℝ) : ℂ) * ⟪b n, φ⟫_ℂ := by
  rw [inner_sub_right, inner_smul_right, ← hH (b n) φ, hb, inner_smul_left,
    Complex.conj_ofReal]
  push_cast
  ring

/-- If the level `E_g` of the Hermitian `H` is nondegenerate, the first-order response of its
state to `X` exists and is unique. -/
theorem response_existsUnique (hH : H.IsSymmetric) (hb : ∀ n, H (b n) = (E n : ℂ) • b n)
    (hnd : ∀ n, n ≠ g → E n ≠ E g) : ∃! φ, IsResponse H X (E g) (b g) φ := by
  have hext : ∀ x y : V, (∀ n, ⟪b n, x⟫_ℂ = ⟪b n, y⟫_ℂ) → x = y := fun x y h =>
    (b.sum_repr' x).symm.trans
      ((Finset.sum_congr rfl fun i _ => by rw [h i]).trans (b.sum_repr' y))
  have hgap : ∀ n, n ≠ g → ((E n - E g : ℝ) : ℂ) ≠ 0 := fun n hn =>
    Complex.ofReal_ne_zero.mpr (sub_ne_zero.mpr (hnd n hn))
  have hone : ⟪b g, b g⟫_ℂ = 1 := by
    rw [inner_self_eq_norm_sq_to_K, b.orthonormal.1 g]
    simp
  -- the amplitudes of the response
  let c : ι → ℂ := fun n =>
    if n = g then 0 else -⟪b n, X (b g)⟫_ℂ / ((E n - E g : ℝ) : ℂ)
  have hc : ∀ n, ⟪b n, ∑ i, c i • b i⟫_ℂ = c n := fun n =>
    b.orthonormal.inner_right_fintype c n
  refine ⟨∑ i, c i • b i, ⟨?_, ?_⟩, ?_⟩
  · rw [hc]
    simp [c]
  · refine hext _ _ fun n => ?_
    rw [inner_gap hH hb, hc, inner_sub_right, inner_smul_right]
    by_cases hn : n = g
    · subst hn
      rw [hone]
      simp
    · have h0 : ⟪b n, b g⟫_ℂ = 0 := b.orthonormal.2 hn
      have hcn : c n = -⟪b n, X (b g)⟫_ℂ / ((E n - E g : ℝ) : ℂ) := if_neg hn
      rw [h0, hcn, mul_div_cancel₀ _ (hgap n hn)]
      ring
  · intro χ hχ
    refine hext _ _ fun n => ?_
    rw [hc]
    by_cases hn : n = g
    · subst hn
      rw [hχ.orth]
      simp [c]
    · have h0 : ⟪b n, b g⟫_ℂ = 0 := b.orthonormal.2 hn
      have h := inner_gap (g := g) hH hb n χ
      rw [hχ.eqn, inner_sub_right, inner_smul_right, h0] at h
      have hcn : c n = -⟪b n, X (b g)⟫_ℂ / ((E n - E g : ℝ) : ℂ) := if_neg hn
      rw [hcn, eq_div_iff (hgap n hn)]
      linear_combination -h

/-- For Hermitian `H` and `X`, the polarizability obtained from the first-order response is the
sum over all states other than `g`. -/
theorem polarizability_eq_sum (hH : H.IsSymmetric) (hX : X.IsSymmetric)
    (hb : ∀ n, H (b n) = (E n : ℂ) • b n) (hφ : IsResponse H X (E g) (b g) φ) :
    polarizability X (b g) φ = truncated X b E g (univ.erase g) := by
  have hterm : ∀ n ∈ univ.erase g, (⟪X (b g), b n⟫_ℂ * ⟪b n, φ⟫_ℂ).re
      = -(strength X b g n / (E n - E g)) := by
    intro n hn
    have h0 : ⟪b n, b g⟫_ℂ = 0 := b.orthonormal.2 (Finset.ne_of_mem_erase hn)
    have h := inner_gap (g := g) hH hb n φ
    rw [hφ.eqn, inner_sub_right, inner_smul_right, h0, mul_zero, zero_sub] at h
    rw [← inner_conj_symm (X (b g)) (b n), strength]
    by_cases hz : E n - E g = 0
    · -- a response exists only if a degenerate state is uncoupled
      have hx : ⟪b n, X (b g)⟫_ℂ = 0 := by simpa [hz] using h
      simp [hx]
    · have hz' : ((E n - E g : ℝ) : ℂ) ≠ 0 := Complex.ofReal_ne_zero.mpr hz
      have hc : ⟪b n, φ⟫_ℂ = -⟪b n, X (b g)⟫_ℂ / ((E n - E g : ℝ) : ℂ) := by
        rw [eq_div_iff hz']
        linear_combination -h
      rw [hc, mul_div_assoc', mul_neg, Complex.conj_mul', ← Complex.ofReal_pow,
        ← Complex.ofReal_neg, ← Complex.ofReal_div, Complex.ofReal_re, neg_div]
  rw [polarizability, truncated, ← hX (b g) φ, ← b.sum_inner_mul_inner, Complex.re_sum,
    ← Finset.add_sum_erase univ _ (mem_univ g), Finset.sum_congr rfl hterm, hφ.orth,
    Finset.sum_neg_distrib]
  simp

/-- For Hermitian `H` and `X`, if `g` is not in the retained set `S`, the missing polarizability and
the residual strength are both sums over the omitted states alone. -/
theorem missing_eq_sum (hH : H.IsSymmetric) (hX : X.IsSymmetric)
    (hb : ∀ n, H (b n) = (E n : ℂ) • b n) (hφ : IsResponse H X (E g) (b g) φ) (hS : g ∉ S) :
    polarizability X (b g) φ - truncated X b E g S
        = 2 * ∑ n ∈ omitted g S, strength X b g n / (E n - E g) ∧
      residual X b g S = ∑ n ∈ omitted g S, strength X b g n := by
  have hsub : S ⊆ univ.erase g := fun n hn =>
    Finset.mem_erase.mpr ⟨fun h => hS (h ▸ hn), mem_univ n⟩
  have h1 := Finset.sum_sdiff (f := fun n => strength X b g n / (E n - E g)) hsub
  have h2 := Finset.sum_sdiff (f := strength X b g) hsub
  rw [polarizability_eq_sum hH hX hb hφ, residual, variance_eq_sum hX]
  unfold truncated omitted
  constructor <;> linarith

/-- Truncation bracket: for Hermitian `H` and `X`, if `g` is not in the retained set `S` and all
omitted gaps lie in `[D, W]` with `D > 0`, the missing polarizability lies between `2R/W` and
`2R/D`. -/
theorem truncation_bracket (hH : H.IsSymmetric) (hX : X.IsSymmetric)
    (hb : ∀ n, H (b n) = (E n : ℂ) • b n) (hφ : IsResponse H X (E g) (b g) φ) (hS : g ∉ S)
    (hD : 0 < D) (hgap : ∀ n ∈ omitted g S, D ≤ E n - E g ∧ E n - E g ≤ W) :
    2 * residual X b g S / W ≤ polarizability X (b g) φ - truncated X b E g S ∧
      polarizability X (b g) φ - truncated X b E g S ≤ 2 * residual X b g S / D := by
  obtain ⟨h1, h2⟩ := missing_eq_sum hH hX hb hφ hS
  have hpos : ∀ n, 0 ≤ strength X b g n := fun n => sq_nonneg _
  rw [h1, h2, mul_div_assoc, mul_div_assoc, Finset.sum_div, Finset.sum_div]
  -- compare the two sums state by state
  constructor
  · refine mul_le_mul_of_nonneg_left (Finset.sum_le_sum fun n hn => ?_) zero_le_two
    exact div_le_div_of_nonneg_left (hpos n) (hD.trans_le (hgap n hn).1) (hgap n hn).2
  · refine mul_le_mul_of_nonneg_left (Finset.sum_le_sum fun n hn => ?_) zero_le_two
    exact div_le_div_of_nonneg_left (hpos n) hD (hgap n hn).1

/-- For Hermitian `H` and `X`, a retained set `S` without `g`, and omitted gaps of at least `D > 0`,
the upper bound `2R/D` is attained exactly when every omitted state coupled to `g` by `X` has gap
`D`. -/
theorem upper_bound_attained_iff (hH : H.IsSymmetric) (hX : X.IsSymmetric)
    (hb : ∀ n, H (b n) = (E n : ℂ) • b n) (hφ : IsResponse H X (E g) (b g) φ) (hS : g ∉ S)
    (hD : 0 < D) (hgap : ∀ n ∈ omitted g S, D ≤ E n - E g) :
    polarizability X (b g) φ - truncated X b E g S = 2 * residual X b g S / D ↔
      ∀ n ∈ omitted g S, ⟪b n, X (b g)⟫_ℂ ≠ 0 → E n - E g = D := by
  obtain ⟨h1, h2⟩ := missing_eq_sum hH hX hb hφ hS
  have hle : ∀ n ∈ omitted g S,
      strength X b g n / (E n - E g) ≤ strength X b g n / D := fun n hn =>
    div_le_div_of_nonneg_left (sq_nonneg _) hD (hgap n hn)
  rw [h1, h2, mul_div_assoc, Finset.sum_div, mul_right_inj' (two_ne_zero' ℝ),
    Finset.sum_eq_sum_iff_of_le hle]
  refine forall₂_congr fun n hn => ?_
  have hg : E n - E g ≠ 0 := (hD.trans_le (hgap n hn)).ne'
  constructor
  · intro h hx
    have hs : strength X b g n ≠ 0 := pow_ne_zero 2 (norm_ne_zero_iff.mpr hx)
    rw [div_eq_div_iff hg hD.ne'] at h
    exact (mul_left_cancel₀ hs h).symm
  · intro h
    by_cases hx : ⟪b n, X (b g)⟫_ℂ = 0
    · simp [strength, hx]
    · rw [h hx]

/-- Closure correction: for Hermitian `H` and `X`, a retained set `S` without `g`, and omitted gaps
in `[D, W]` with `D > 0`, adding `R (1/D + 1/W)` to the truncated sum leaves an error of at most
`R (1/D - 1/W)`. -/
theorem closure_correction (hH : H.IsSymmetric) (hX : X.IsSymmetric)
    (hb : ∀ n, H (b n) = (E n : ℂ) • b n) (hφ : IsResponse H X (E g) (b g) φ) (hS : g ∉ S)
    (hD : 0 < D) (hgap : ∀ n ∈ omitted g S, D ≤ E n - E g ∧ E n - E g ≤ W) :
    |polarizability X (b g) φ - (truncated X b E g S + residual X b g S * (1 / D + 1 / W))|
      ≤ residual X b g S * (1 / D - 1 / W) := by
  obtain ⟨hl, hu⟩ := truncation_bracket hH hX hb hφ hS hD hgap
  have e1 : 2 * residual X b g S / W = 2 * (residual X b g S * (1 / W)) := by ring
  have e2 : 2 * residual X b g S / D = 2 * (residual X b g S * (1 / D)) := by ring
  rw [e1] at hl
  rw [e2] at hu
  rw [mul_add, mul_sub, abs_le]
  constructor <;> linarith

/-- The Hamiltonian of a three-level system with energies 0, 1 and 2. -/
def threeH : EuclideanSpace ℂ (Fin 3) →ₗ[ℂ] EuclideanSpace ℂ (Fin 3) where
  toFun v := !₂[0, v 1, 2 * v 2]
  map_add' v w := by ext i; fin_cases i <;> simp; ring
  map_smul' c v := by ext i; fin_cases i <;> simp; ring

/-- A perturbation coupling the lowest of three levels to both others with unit amplitude. -/
def threeX : EuclideanSpace ℂ (Fin 3) →ₗ[ℂ] EuclideanSpace ℂ (Fin 3) where
  toFun v := !₂[v 1 + v 2, v 0, v 0]
  map_add' v w := by ext i; fin_cases i <;> simp; ring
  map_smul' c v := by ext i; fin_cases i <;> simp; ring

/-- The three-level system has Hermitian `H` and `X`, the standard basis as eigenbasis, a
nondegenerate lowest level, and unit transition strength to the highest level. -/
theorem threeLevel_witness :
    threeH.IsSymmetric ∧ threeX.IsSymmetric ∧
      (∀ n, threeH (EuclideanSpace.basisFun (Fin 3) ℂ n)
        = (((![0, 1, 2] : Fin 3 → ℝ) n : ℝ) : ℂ) • EuclideanSpace.basisFun (Fin 3) ℂ n) ∧
      (∀ n, n ≠ 0 → (![0, 1, 2] : Fin 3 → ℝ) 0 < (![0, 1, 2] : Fin 3 → ℝ) n) ∧
      strength threeX (EuclideanSpace.basisFun (Fin 3) ℂ) 0 2 = 1 := by
  refine ⟨?_, ?_, ?_, ?_, ?_⟩
  · intro v w
    have h2 : (starRingEnd ℂ) 2 = 2 := Complex.conj_eq_iff_im.mpr (by simp)
    simp [threeH, PiLp.inner_apply, Fin.sum_univ_three]
    linear_combination (w 2 * (starRingEnd ℂ) (v 2)) * h2
  · intro v w
    simp [threeX, PiLp.inner_apply, Fin.sum_univ_three]
    ring
  · intro n
    ext i
    fin_cases n <;> fin_cases i <;> simp [threeH]
  · intro n hn
    fin_cases n <;> simp at hn ⊢
  · simp [strength, threeX, PiLp.inner_apply]

end

end PolarizabilityTruncation
```

```lean
#print axioms PolarizabilityTruncation.response_existsUnique
#print axioms PolarizabilityTruncation.missing_eq_sum
#print axioms PolarizabilityTruncation.upper_bound_attained_iff
#print axioms PolarizabilityTruncation.closure_correction
```

```
'PolarizabilityTruncation.response_existsUnique' depends on axioms: [propext, Classical.choice, Quot.sound]
'PolarizabilityTruncation.missing_eq_sum' depends on axioms: [propext, Classical.choice, Quot.sound]
'PolarizabilityTruncation.upper_bound_attained_iff' depends on axioms: [propext, Classical.choice, Quot.sound]
'PolarizabilityTruncation.closure_correction' depends on axioms: [propext, Classical.choice, Quot.sound]
```

## How the lemmas carry out the derivation

`variance_eq_sum` inserts the complete basis with `b.sum_inner_mul_inner`. It then uses the reality of the diagonal element and splits off the term $n=g$ with `Finset.add_sum_erase`.

`inner_gap` is the projection step: it moves `H` onto the basis vector, where it becomes the number $E_n$. In `response_existsUnique`, the function `c` lists the amplitudes found above, and `hext` says that two vectors with equal amplitudes are equal. The proof checks the response equation component by component, then shows that any other solution has the same components.

`polarizability_eq_sum` expands $\langle Xb_g,\varphi\rangle$ in the eigenbasis. Its inner statement `hterm` evaluates each contribution, treating zero and nonzero gaps separately. `missing_eq_sum` removes the retained terms from both full sums by `Finset.sum_sdiff`.

In `truncation_bracket`, `Finset.sum_div` takes the division by $D$ or $W$ inside the sum. `Finset.sum_le_sum` then reduces each bound to a single state, where `div_le_div_of_nonneg_left` compares the denominators.

`upper_bound_attained_iff` needs only the lower bound on the gaps. It uses `Finset.sum_eq_sum_iff_of_le`: when one sum dominates another term by term, the sums agree only if all terms agree. `closure_correction` rewrites the bracket as a bound on an absolute value.

Finally, `threeLevel_witness` verifies Hermiticity, the eigenbasis and that the lowest level lies strictly below the others for the three-level example. It also shows that the highest state has strength 1, so omitting it leaves a nonzero residual.
